# Levels of (H + F)c = mSc lie within ‖F‖/s of levels for F = 0, if H is Hermitian and the overlap S ≥ s > 0

Let H be a Hermitian Hamiltonian matrix and S a Hermitian overlap matrix whose quadratic form is at least s > 0 times the squared length of the coefficient vector. If H is changed by a matrix F of operator norm at most d, every level of the changed secular equation lies within d/s of a real level of the original one. For an LAPW calculation with local orbitals, this bounds the effect of errors in the Hamiltonian matrix elements on the levels, for a fixed finite basis and energy-independent matrices.

## Matrices, lengths and levels

The basis functions are labelled by a finite type `n`, and all matrices are complex. The opened scope `Matrix.Norms.L2Operator` makes ‖F‖ the operator norm belonging to the Euclidean length.

```lean
import Mathlib

open Matrix
open scoped Matrix.Norms.L2Operator

namespace SecularEquationPerturbation

variable {n : Type*} [Fintype n] {H F S G : Matrix n n ℂ} {s d g : ℝ} {m : ℂ}
```

The length ‖c‖ = √(Σ_j |c_j|²) is `len c`. It measures coefficients, not the wavefunction, whose squared norm is c\*Sc. A star on a vector denotes the conjugate transpose.

```lean
/-- The Euclidean length of a vector of expansion coefficients. -/
noncomputable def len (x : n → ℂ) : ℝ := ‖WithLp.toLp 2 x‖
```

A level is a number m for which the secular equation has a nonzero solution c. It may be complex.

```lean
/-- The number `m` is a level of the secular equation `H c = m S c`, with a nonzero
coefficient vector `c`. -/
def IsLevel (H S : Matrix n n ℂ) (m : ℂ) : Prop :=
  ∃ c : n → ℂ, c ≠ 0 ∧ H *ᵥ c = m • (S *ᵥ c)
```

Levels could also have been modelled as roots of det(H − mS) = 0. That describes the same numbers, but the proof below starts from a vector c, which would then be extracted from the singular matrix in an extra step.

The number s stands for the linear independence of the basis: no normalised coefficient vector gives a function of squared norm below s. A nearly dependent basis forces s to be small and weakens the bound. The code takes the real part because its product is a complex number; for Hermitian S the imaginary part vanishes.

```lean
/-- The overlap matrix `S` is Hermitian and its quadratic form is at least `s` times the
squared length of the coefficient vector. -/
def OverlapBound (S : Matrix n n ℂ) (s : ℝ) : Prop :=
  S.IsHermitian ∧ ∀ x : n → ℂ, s * len x ^ 2 ≤ (star x ⬝ᵥ (S *ᵥ x)).re
```

Basis-set truncation, self-consistency and the energy-dependent matrices of the original APW method are not covered.

## (a) Bra times ket

Here a bra x\* and a ket y are a row and a column of coefficients; the inner product of the two wavefunctions would be x\*Sy. Show that the matrix product of the row and the column is the Euclidean inner product:

x\*y = ⟨x, y⟩.

**Solution.** Both sides are Σ_j conj(x_j) y_j. In Lean, `WithLp.toLp 2` regards a coefficient function as a vector of Euclidean space.

```lean
/-- The product of a bra and a ket of coefficients is the Euclidean inner product. -/
theorem star_dot_eq_inner (x y : n → ℂ) :
    star x ⬝ᵥ y = inner ℂ (WithLp.toLp 2 x) (WithLp.toLp 2 y) :=
  ((EuclideanSpace.inner_eq_star_dotProduct _ _).trans (dotProduct_comm _ _)).symm
```

## (b) Squared length

Show that

Re(x\*x) = ‖x‖².

**Solution.** Put y = x in (a): the sum becomes Σ_j |x_j|².

```lean
/-- The real part of the product of a coefficient vector's bra with its ket is the squared length of
the vector. -/
theorem star_dot_self (x : n → ℂ) : (star x ⬝ᵥ x).re = len x ^ 2 := by
  rw [star_dot_eq_inner]
  exact inner_self_eq_norm_sq (𝕜 := ℂ) (WithLp.toLp 2 x)
```

## (c) Moving a matrix to the bra

Write M† for the adjoint, `Mᴴ` in Lean. Show that

x\*(My) = (M†x)\*y.

**Solution.** The left side is Σ_j Σ_k conj(x_j) M_jk y_k. Summing over j first gives Σ_k conj((M†x)_k) y_k.

```lean
/-- A matrix acting on the ket can be moved to the bra as its adjoint. -/
theorem star_dot_mulVec (M : Matrix n n ℂ) (x y : n → ℂ) :
    star x ⬝ᵥ (M *ᵥ y) = star (Mᴴ *ᵥ x) ⬝ᵥ y := by
  rw [star_mulVec, conjTranspose_conjTranspose, dotProduct_mulVec]
```

## (d) Diagonalising one Hermitian matrix

Find a matrix U and real numbers l_k with

U†U = 1 and U†HU = diag(l_k).

**Solution.** The spectral theorem, taken from Mathlib, supplies orthonormal eigenvectors u_k with Hu_k = l_k u_k. Make them the columns, U_jk = (u_k)_j. Then (U†U)_ik = u_i\*u_k = δ_ik, which is `hU`. Column by column, HU = U diag(l_k), which is `hHU`. Multiplication by U† from the left finishes the argument.

```lean
variable [DecidableEq n]

/-- A Hermitian matrix is diagonalised by a unitary matrix, with real diagonal entries. -/
theorem hermitian_diagonalization (hH : H.IsHermitian) : ∃ (U : Matrix n n ℂ) (l : n → ℝ),
    Uᴴ * U = 1 ∧ Uᴴ * H * U = diagonal fun k => (l k : ℂ) := by
  let U : Matrix n n ℂ := Matrix.of fun j k => (hH.eigenvectorBasis k).ofLp j
  have hU : Uᴴ * U = 1 := by
    ext i k
    rw [one_apply, ← orthonormal_iff_ite.1 hH.eigenvectorBasis.orthonormal i k]
    exact star_dot_eq_inner (hH.eigenvectorBasis i).ofLp (hH.eigenvectorBasis k).ofLp
  have heig : ∀ k, H *ᵥ (hH.eigenvectorBasis k).ofLp
      = (hH.eigenvalues k : ℂ) • (hH.eigenvectorBasis k).ofLp := fun k =>
    (hH.mulVec_eigenvectorBasis k).trans (by ext l; simp)
  have hHU : H * U = U * diagonal fun k => (hH.eigenvalues k : ℂ) := by
    ext j k
    rw [mul_diagonal]
    exact (congrFun (heig k) j).trans (mul_comm _ _)
  exact ⟨U, hH.eigenvalues, hU, by rw [mul_assoc, hHU, ← mul_assoc, hU, one_mul]⟩
```

## (e) Diagonalising Hamiltonian and overlap together

Here and in all later parts, H is Hermitian and S satisfies the overlap bound with s > 0. Find a matrix W and real numbers l_k with

W†SW = 1 and W†HW = diag(l_k).

**Solution.** Apply (d) to S, so that U†SU = diag(t_k). For the normalised column u_k,

t_k = u_k\*Su_k ≥ s > 0.

Hence E = diag(1/√t_k) exists, and (UE)†S(UE) = E diag(t_k) E = 1. The matrix (UE)†H(UE) is still Hermitian, so (d) gives a unitary V that diagonalises it. Set W = UEV. The overlap becomes V†V = 1 and the Hamiltonian becomes diag(l_k). The Lean steps `ht`, `hE` and `hcomp` give positivity, orthonormalisation and the composition of basis changes.

```lean
/-- One change of basis turns the overlap matrix into the identity and the Hamiltonian
matrix into a real diagonal matrix. -/
theorem simultaneous_diagonalization (hH : H.IsHermitian) (hs : 0 < s)
    (hS : OverlapBound S s) : ∃ (W : Matrix n n ℂ) (l : n → ℝ),
    Wᴴ * S * W = 1 ∧ Wᴴ * H * W = diagonal fun k => (l k : ℂ) := by
  obtain ⟨U, t, hU, hD⟩ := hermitian_diagonalization hS.1
  -- the eigenvalues of the overlap matrix are positive
  have ht : ∀ k, 0 < t k := by
    intro k
    have h := hS.2 (fun j => U j k)
    have h1 : star (fun j => U j k) ⬝ᵥ (fun j => U j k) = 1 := by
      change (Uᴴ * U) k k = 1
      rw [hU, one_apply_eq]
    have h2 : star (fun j => U j k) ⬝ᵥ (S *ᵥ fun j => U j k) = t k := by
      change (Uᴴ * (S * U)) k k = t k
      rw [← mul_assoc, hD, diagonal_apply_eq]
    rw [← star_dot_self, h1, h2, Complex.one_re, mul_one, Complex.ofReal_re] at h
    exact hs.trans_le h
  let E : Matrix n n ℂ := diagonal fun k => (((√(t k))⁻¹ : ℝ) : ℂ)
  have hE : Eᴴ * (Uᴴ * S * U) * E = 1 := by
    rw [hD, diagonal_conjTranspose, diagonal_mul_diagonal, diagonal_mul_diagonal,
      ← diagonal_one]
    refine congrArg diagonal (funext fun k => ?_)
    have hk : (√(t k))⁻¹ * t k * (√(t k))⁻¹ = 1 := by
      have hi := inv_mul_cancel₀ (Real.sqrt_pos.2 (ht k)).ne'
      calc _ = (√(t k))⁻¹ * (√(t k) * √(t k)) * (√(t k))⁻¹ := by
            rw [Real.mul_self_sqrt (ht k).le]
        _ = ((√(t k))⁻¹ * √(t k)) * ((√(t k))⁻¹ * √(t k)) := by ac_rfl
        _ = 1 := by rw [hi, one_mul]
    simp only [Pi.star_apply, Complex.star_def, Complex.conj_ofReal]
    exact_mod_cast hk
  have hcomp : ∀ P Q M : Matrix n n ℂ, (P * Q)ᴴ * M * (P * Q) = Qᴴ * (Pᴴ * M * P) * Q := by
    intro P Q M
    simp only [conjTranspose_mul, mul_assoc]
  -- diagonalise the Hamiltonian in the orthonormalised basis
  obtain ⟨V, l, hV, hl⟩ :=
    hermitian_diagonalization (isHermitian_conjTranspose_mul_mul (U * E) hH)
  exact ⟨U * E * V, l, by rw [hcomp, hcomp U E, hE, mul_one, hV], by rw [hcomp, hl]⟩
```

## (f) The residual locates a level

From here on, x denotes a real level of the original equation, the one with H and S. For any complex m and any c ≠ 0, find an x with

s |m − x| ‖c‖ ≤ ‖Hc − mSc‖.

**Solution.** Take W and l_k from (e). Since W†S is the inverse of W, we can write c = Wa with a = W†Sc ≠ 0. Also SWW† = 1, so

HW = SWW†HW = SW diag(l_k).

Each column w_i of W therefore satisfies Hw_i = l_i Sw_i. It is nonzero because w_i\*Sw_i = 1, so l_i is a level. Choose i to minimise |m − l_i|, and set x = l_i.

Let r = Hc − mSc. Then (W†r)_k = (l_k − m)a_k, and

‖W†r‖² = Σ_k |l_k − m|² |a_k|² ≥ |m − x|² ‖a‖².

The overlap bound gives, for every v,

s‖Wv‖² ≤ (Wv)\*S(Wv) = ‖v‖², so √s ‖Wv‖ ≤ ‖v‖.

With v = W†r, (c) and the Cauchy–Schwarz inequality give

‖W†r‖² = r\*(WW†r) ≤ ‖r‖ ‖WW†r‖ ≤ ‖r‖ ‖W†r‖/√s.

Thus √s ‖W†r‖ ≤ ‖r‖, trivially so if W†r = 0. Altogether,

s |m − x| ‖c‖ ≤ √s |m − x| ‖a‖ ≤ √s ‖W†r‖ ≤ ‖r‖.

In Lean, `hw` is the transformed residual, `hsq` the comparison with the nearest level, and `hlow` and `h3` the two estimates with √s. The final `calc` is the last chain.

The proof turns on `mul_eq_one_comm`: for these square matrices, AB = 1 holds exactly when BA = 1. Applied to W†SW = 1 with two different bracketings, it yields both WW†S = 1, which expands c, and SWW† = 1, which produces the levels. Finite dimension matters here, since an operator on an infinite-dimensional space can have a one-sided inverse only.

```lean
/-- For any trial value `m` and nonzero trial vector `c`, there is a real level `x` for which `s |m
- x|` times the length of `c` is at most the length of the residual `H c - m S c`. -/
theorem secular_residual (hH : H.IsHermitian) (hs : 0 < s) (hS : OverlapBound S s) (m : ℂ)
    {c : n → ℂ} (hc : c ≠ 0) :
    ∃ x : ℝ, IsLevel H S x ∧ s * ‖m - x‖ * len c ≤ len (H *ᵥ c - m • (S *ᵥ c)) := by
  obtain ⟨W, l, hWS, hWH⟩ := simultaneous_diagonalization hH hs hS
  obtain ⟨a, rfl⟩ : ∃ a, W *ᵥ a = c :=
    ⟨(Wᴴ * S) *ᵥ c, by rw [mulVec_mulVec, mul_eq_one_comm.1 hWS, one_mulVec]⟩
  have ha : a ≠ 0 := fun h => hc (by rw [h, mulVec_zero])
  obtain ⟨j, -⟩ := Function.ne_iff.1 ha
  -- the level nearest to `m`
  obtain ⟨i, -, hi⟩ := Finset.exists_min_image Finset.univ
    (fun i => ‖m - (l i : ℂ)‖) ⟨j, Finset.mem_univ j⟩
  have hHW : H * W = S * W * diagonal fun k => (l k : ℂ) := by
    have h : S * W * Wᴴ = 1 := mul_eq_one_comm.1 (by rw [← mul_assoc, hWS])
    rw [← hWH, mul_assoc Wᴴ, ← mul_assoc (S * W), h, one_mul]
  refine ⟨l i, ⟨fun j => W j i, fun h => ?_, ?_⟩, ?_⟩
  · have hz : ∀ k, W k i = 0 := congrFun h
    have h1 := congrFun (congrFun hWS i) i
    rw [mul_apply, one_apply_eq] at h1
    simp [hz] at h1
  · funext j
    change (H * W) j i = l i * (S * W) j i
    rw [hHW, mul_diagonal, mul_comm]
  have hlow : ∀ v, √s * len (W *ᵥ v) ≤ len v := by
    intro v
    have h := hS.2 (W *ᵥ v)
    have e : star (W *ᵥ v) ⬝ᵥ (S *ᵥ (W *ᵥ v)) = star v ⬝ᵥ v := by
      have h1 := star_dot_mulVec Wᴴ v (S *ᵥ (W *ᵥ v))
      rw [conjTranspose_conjTranspose] at h1
      rw [← h1, mulVec_mulVec, mulVec_mulVec, hWS, one_mulVec]
    rw [e, star_dot_self] at h
    refine (sq_le_sq₀ (mul_nonneg (Real.sqrt_nonneg _) (norm_nonneg _)) (norm_nonneg _)).1 ?_
    rw [mul_pow, Real.sq_sqrt hs.le]
    exact h
  have hw : Wᴴ *ᵥ (H *ᵥ (W *ᵥ a) - m • (S *ᵥ (W *ᵥ a))) = fun k => ((l k : ℂ) - m) * a k := by
    rw [mulVec_sub, mulVec_smul]
    simp only [mulVec_mulVec, ← mul_assoc]
    rw [hWS, hWH, one_mulVec]
    funext k
    rw [Pi.sub_apply, mulVec_diagonal, Pi.smul_apply, smul_eq_mul, sub_mul]
  have hsq : (‖m - l i‖ * len a) ^ 2 ≤ len (fun k => ((l k : ℂ) - m) * a k) ^ 2 := by
    unfold len
    rw [mul_pow, EuclideanSpace.norm_sq_eq, EuclideanSpace.norm_sq_eq, Finset.mul_sum]
    refine Finset.sum_le_sum fun k _ => ?_
    change ‖m - l i‖ ^ 2 * ‖a k‖ ^ 2 ≤ ‖((l k : ℂ) - m) * a k‖ ^ 2
    rw [norm_mul, mul_pow, norm_sub_rev (l k : ℂ) m]
    exact mul_le_mul_of_nonneg_right
      (pow_le_pow_left₀ (norm_nonneg _) (hi k (Finset.mem_univ k)) 2) (sq_nonneg _)
  have h2 := (sq_le_sq₀ (mul_nonneg (norm_nonneg _) (norm_nonneg _)) (norm_nonneg _)).1 hsq
  rw [← hw] at h2
  generalize H *ᵥ (W *ᵥ a) - m • (S *ᵥ (W *ᵥ a)) = r at h2 ⊢
  -- the second factor `√s` comes from the transformed residual
  have h3 : √s * len (Wᴴ *ᵥ r) ≤ len r := by
    have h4 : len (Wᴴ *ᵥ r) ^ 2 ≤ len r * len (W *ᵥ (Wᴴ *ᵥ r)) := by
      rw [← star_dot_self, ← star_dot_mulVec, star_dot_eq_inner]
      exact (Complex.re_le_norm _).trans (norm_inner_le_norm _ _)
    have hr : 0 ≤ len r := norm_nonneg _
    have h0 : 0 ≤ len (Wᴴ *ᵥ r) := norm_nonneg _
    rcases h0.eq_or_lt with h0 | h0
    · rwa [← h0, mul_zero]
    · refine le_of_mul_le_mul_right ?_ h0
      have h5 := mul_le_mul_of_nonneg_left h4 (Real.sqrt_nonneg s)
      have h6 := mul_le_mul_of_nonneg_left (hlow (Wᴴ *ᵥ r)) hr
      linarith
  calc s * ‖m - l i‖ * len (W *ᵥ a) = √s * (‖m - l i‖ * (√s * len (W *ᵥ a))) := by
        linear_combination (-(‖m - l i‖ * len (W *ᵥ a))) * Real.mul_self_sqrt hs.le
    _ ≤ √s * (‖m - l i‖ * len a) := by
        gcongr
        exact hlow a
    _ ≤ √s * len (Wᴴ *ᵥ r) := mul_le_mul_of_nonneg_left h2 (Real.sqrt_nonneg s)
    _ ≤ len r := h3
```

## (g) An error in the Hamiltonian

Let (H + F)c = mSc with c ≠ 0 and ‖F‖ ≤ d. Find a level x of the original equation with

|m − x| ≤ d/s.

**Solution.** The residual is Hc − mSc = −Fc, and its length is at most ‖F‖‖c‖ ≤ d‖c‖. Insert this in (f) and divide by s‖c‖ > 0. Lean obtains the norm estimate from `l2_opNorm_mulVec`.

F need not be Hermitian, which is why m may be complex. The result gives each changed level a neighbour; it does not pair the levels in order of energy.

```lean
/-- If the Hamiltonian matrix is changed by `F` of operator norm at most `d`, every level of
the changed secular equation lies within `d / s` of a level of the original one. -/
theorem level_shift_bound (hH : H.IsHermitian) (hs : 0 < s) (hS : OverlapBound S s)
    (hF : ‖F‖ ≤ d) (hm : IsLevel (H + F) S m) :
    ∃ x : ℝ, IsLevel H S x ∧ ‖m - x‖ ≤ d / s := by
  obtain ⟨c, hc, h⟩ := hm
  obtain ⟨x, hx, hb⟩ := secular_residual hH hs hS m hc
  have hl : 0 < len c := norm_pos_iff.2 (by simpa using hc)
  -- the residual is `-F c`
  have hr : H *ᵥ c - m • (S *ᵥ c) = -(F *ᵥ c) := by
    rw [← h, add_mulVec]
    abel
  have hn : len (-(F *ᵥ c)) ≤ ‖F‖ * len c := by
    unfold len
    rw [WithLp.toLp_neg, norm_neg]
    exact l2_opNorm_mulVec F (WithLp.toLp 2 c)
  rw [hr] at hb
  refine ⟨x, hx, (le_div_iff₀ hs).2 (le_of_mul_le_mul_right ?_ hl)⟩
  have := mul_le_mul_of_nonneg_right hF hl.le
  linarith
```

## (h) An error in the overlap as well

Let (H + F)c = m(S + G)c with c ≠ 0, ‖F‖ ≤ d and ‖G‖ ≤ g. Find an original level x with

|m − x| ≤ (d + |m|g)/s.

**Solution.** Move the overlap error to the left:

(H + F − mG)c = mSc.

The total Hamiltonian error has norm ‖F − mG‖ ≤ d + |m|g, so (g) applies. Only S has to satisfy the overlap bound, not S + G.

```lean
/-- If the Hamiltonian matrix is changed by at most `d` and the overlap matrix by at most `g`
in operator norm, a level `m` of the changed equation lies within `(d + |m| g) / s` of an
original level. -/
theorem level_shift_bound_overlap (hH : H.IsHermitian) (hs : 0 < s) (hS : OverlapBound S s)
    (hF : ‖F‖ ≤ d) (hG : ‖G‖ ≤ g) (hm : IsLevel (H + F) (S + G) m) :
    ∃ x : ℝ, IsLevel H S x ∧ ‖m - x‖ ≤ (d + ‖m‖ * g) / s := by
  -- the overlap error acts as the additional Hamiltonian error `-m G`
  refine level_shift_bound (F := F - m • G) hH hs hS ?_ ?_
  · calc ‖F - m • G‖ ≤ ‖F‖ + ‖m • G‖ := norm_sub_le _ _
      _ = ‖F‖ + ‖m‖ * ‖G‖ := by rw [norm_smul]
      _ ≤ d + ‖m‖ * g := by gcongr
  · obtain ⟨c, hc, h⟩ := hm
    refine ⟨c, hc, ?_⟩
    simp only [add_mulVec, sub_mulVec, smul_mulVec, smul_add] at h ⊢
    linear_combination (norm := module) h
```

## (i) Real levels

For a level m of the unchanged equation, show that

Im m = 0.

**Solution.** Use (g) with F = 0 and d = 0. Some real x satisfies |m − x| ≤ 0, hence m = x.

```lean
/-- The levels of a Hermitian Hamiltonian matrix with an overlap matrix bounded below by
`s > 0` are real. -/
theorem level_real (hH : H.IsHermitian) (hs : 0 < s) (hS : OverlapBound S s)
    (hm : IsLevel H S m) : m.im = 0 := by
  obtain ⟨x, -, hx⟩ := level_shift_bound (F := 0) (d := 0) hH hs hS (by simp)
    (by simpa using hm)
  rw [zero_div] at hx
  rw [sub_eq_zero.1 (norm_le_zero_iff.1 hx), Complex.ofReal_im]
```

## (j) A case of equality

In any nonzero dimension, take H = e1, S = s1 and F = d1 with e real and d ≥ 0. Show that the hypotheses of (g) hold, that (e + d)/s is a changed level, and that every original real level x satisfies

|(e + d)/s − x| = d/s.

**Solution.** H and S are Hermitian because e and s are real; for H this is immediate and is not part of the Lean statement. For every vector v, v\*Sv = s‖v‖², and ‖d1‖ = d. The vector with all entries 1 solves the changed equation, since e + d = ((e + d)/s)s. If ec = xsc with c ≠ 0, a nonzero component of c gives x = e/s. The distance is then d/s, so no smaller bound in terms of d and s alone would hold in general.

```lean
/-- For `H = e 1`, `S = s 1` and `F = d 1` in any nonzero dimension, the changed equation has the
level `(e + d) / s`, whose distance from every real original level is exactly `d / s`. -/
theorem level_shift_bound_sharp [Nonempty n] (e : ℝ) (hs : 0 < s) (hd : 0 ≤ d) :
    OverlapBound ((s : ℂ) • (1 : Matrix n n ℂ)) s ∧ ‖(d : ℂ) • (1 : Matrix n n ℂ)‖ = d ∧
    IsLevel ((e : ℂ) • (1 : Matrix n n ℂ) + (d : ℂ) • 1) ((s : ℂ) • 1)
      (((e + d) / s : ℝ) : ℂ) ∧
    ∀ x : ℝ, IsLevel ((e : ℂ) • (1 : Matrix n n ℂ)) ((s : ℂ) • 1) x →
      |(e + d) / s - x| = d / s := by
  have hs' : (s : ℂ) ≠ 0 := Complex.ofReal_ne_zero.2 hs.ne'
  refine ⟨⟨?_, fun x => ?_⟩, ?_, ⟨fun _ => 1, ?_, ?_⟩, ?_⟩
  · simp [Matrix.IsHermitian, conjTranspose_smul]
  · rw [smul_mulVec, one_mulVec, dotProduct_smul, smul_eq_mul, Complex.re_ofReal_mul,
      star_dot_self]
  · rw [norm_smul, CStarRing.norm_one, mul_one, Complex.norm_real, Real.norm_of_nonneg hd]
  · exact fun h => one_ne_zero (congrFun h (Classical.arbitrary n))
  · rw [add_mulVec, smul_mulVec, smul_mulVec, smul_mulVec, one_mulVec]
    ext i
    simp only [Pi.add_apply, Pi.smul_apply, smul_eq_mul, mul_one]
    push_cast
    rw [div_mul_cancel₀ _ hs']
  · rintro x ⟨c, hc, h⟩
    obtain ⟨j, hj⟩ := Function.ne_iff.1 hc
    have h1 := congrFun h j
    rw [smul_mulVec, smul_mulVec, one_mulVec] at h1
    simp only [Pi.smul_apply, smul_eq_mul] at h1
    have h2 : (e : ℂ) = x * s := mul_right_cancel₀ hj (by rw [h1, mul_assoc])
    have h3 : e = x * s := by exact_mod_cast h2
    rw [h3, add_div, mul_div_cancel_right₀ _ hs.ne', add_sub_cancel_left,
      abs_of_nonneg (div_nonneg hd hs.le)]

end SecularEquationPerturbation
```

```lean
#print axioms SecularEquationPerturbation.level_shift_bound_overlap
#print axioms SecularEquationPerturbation.level_real
#print axioms SecularEquationPerturbation.level_shift_bound_sharp
```

```
'SecularEquationPerturbation.level_shift_bound_overlap' depends on axioms: [propext, Classical.choice, Quot.sound]
'SecularEquationPerturbation.level_real' depends on axioms: [propext, Classical.choice, Quot.sound]
'SecularEquationPerturbation.level_shift_bound_sharp' depends on axioms: [propext, Classical.choice, Quot.sound]
```
